# With linear heat loss, the steady voltage of a thermally activated resistor falls with temperature somewhere exactly when $E_a > 4kT_0$

Take a resistor whose conductance is $G_0e^{-9/T}$, in surroundings at temperature $2$, with energies and temperatures in the same unit ($k=1$). Let it lose heat at the rate $G_0c(T-2)$. In a steady state this equals the Joule heat $G_0e^{-9/T}V^2$, so

$$V^2=c(T-2)e^{9/T},\qquad I^2=G_0^2c(T-2)e^{-9/T}.$$

At $T=3$ we get $V^2=e^3c\approx20.1\,c$, and at $T=6$ we get $V^2=4e^{3/2}c\approx17.9\,c$. The hotter state needs less voltage, yet its current is about four times larger. Heating raises the conductance faster than it raises the heat loss.

## The device as five functions

```lean
import Mathlib

open Set

namespace SelfHeatingSwitch

noncomputable section
```

The first line loads Mathlib, which supplies real numbers, exponentials and derivatives. `open Set` gives short names for intervals.

```lean
/-- Thermally activated conductance `G0 exp(-Ea/T)` at temperature `T > 0`, with `k = 1`. -/
def conductance (G0 Ea T : ℝ) : ℝ := G0 * Real.exp (-Ea / T)
```

This is $G(T)=G_0e^{-E_a/T}$. The prefactor $G_0$ is the conductance scale, and $E_a$ is the activation energy of conduction. `ℝ` is the type of real numbers, and arguments follow a function's name without brackets.

```lean
/-- Voltage across the self-heated device at internal temperature `T`, for `T > T0 > 0`. -/
def voltage (c Ea T0 T : ℝ) : ℝ := Real.sqrt (c * (T - T0) * Real.exp (Ea / T))
```

This is $V(T)=\sqrt{c(T-T_0)e^{E_a/T}}$, where $T_0$ is the temperature of the surroundings. The postulated constant $c$ is the thermal conductance to the surroundings divided by $G_0$. The model thus assumes one uniform internal temperature and a heat loss linear in $T-T_0$.

```lean
/-- Current through the self-heated device at internal temperature `T`, for `T > T0 > 0`. -/
def current (G0 c Ea T0 T : ℝ) : ℝ := conductance G0 Ea T * voltage c Ea T0 T
```

The current is Ohm's law at the internal temperature, $I(T)=G(T)V(T)$.

```lean
/-- The lower root of `T² = Ea (T - T0)`, for `Ea ≥ 4 T0 > 0`. -/
def onsetTemp (Ea T0 : ℝ) : ℝ := (Ea - Real.sqrt (Ea ^ 2 - 4 * Ea * T0)) / 2

/-- The upper root of `T² = Ea (T - T0)`, for `Ea ≥ 4 T0 > 0`. -/
def upperTemp (Ea T0 : ℝ) : ℝ := (Ea + Real.sqrt (Ea ^ 2 - 4 * Ea * T0)) / 2
```

These are $T_1$ (`onsetTemp`) and $T_2$ (`upperTemp`), the roots of $T^2=E_a(T-T_0)$:

$$T_{1,2}=\tfrac12\left(E_a\mp\sqrt{E_a^2-4E_aT_0}\right).$$

In the opening example they are $3$ and $6$.

## Joule heat balances heat loss

```lean
lemma voltage_sq {c Ea T0 T : ℝ} (hc : 0 < c) (hT : T0 < T) :
    voltage c Ea T0 T ^ 2 = c * (T - T0) * Real.exp (Ea / T) :=
  Real.sq_sqrt (mul_pos (mul_pos hc (sub_pos.2 hT)) (Real.exp_pos _)).le
```

Names in curly braces are variables that Lean infers from context. Entries such as `(hc : 0 < c)` are named hypotheses. After the colon comes the claim, and after `:=` its proof. Here the claim is $V(T)^2=c(T-T_0)e^{E_a/T}$, which holds because the quantity under the root is positive.

```lean
lemma exp_cancel (Ea T : ℝ) : Real.exp (-Ea / T) * Real.exp (Ea / T) = 1 := by
  rw [← Real.exp_add, neg_div, neg_add_cancel, Real.exp_zero]
```

This is $e^{-E_a/T}e^{E_a/T}=1$.

```lean
/-- A positive voltage balances Joule heating against the heat loss `G0 c (T - T0)` exactly
when it is the voltage of the self-heated device. -/
theorem heat_balance_iff {G0 c Ea T0 T V : ℝ} (hG : 0 < G0) (hc : 0 < c) (hT : T0 < T)
    (hV : 0 < V) :
    V * (conductance G0 Ea T * V) = G0 * c * (T - T0) ↔ V = voltage c Ea T0 T := by
  have he := exp_cancel Ea T
  unfold conductance
  constructor
  · intro h
    have h2 : V ^ 2 = c * (T - T0) * Real.exp (Ea / T) := by
      apply mul_left_cancel₀ hG.ne'
      linear_combination Real.exp (Ea / T) * h - G0 * V ^ 2 * he
    unfold voltage
    rw [← h2, Real.sqrt_sq hV.le]
  · intro h
    have hs := voltage_sq (Ea := Ea) hc hT
    rw [← h] at hs
    linear_combination G0 * Real.exp (-Ea / T) * hs + G0 * c * (T - T0) * he
```

For $V>0$ and $T>T_0$, the power balance $V\cdot G(T)V=G_0c(T-T_0)$ holds if and only if $V=V(T)$. By hand, cancel $G_0$ and multiply by $e^{E_a/T}$ to get $V^2=c(T-T_0)e^{E_a/T}$, then take the positive root. Each step can be reversed.

In the proof, `constructor` splits the equivalence into its two directions. `linear_combination` verifies an equation by adding multiples of known equations, as in the hand calculation.

## The current grows with temperature when $E_a\ge0$

```lean
/-- For `Ea ≥ 0` the current grows strictly with the internal temperature above `T0`. -/
theorem current_strictMonoOn {G0 c Ea T0 : ℝ} (hG : 0 < G0) (hc : 0 < c) (hE : 0 ≤ Ea)
    (h0 : 0 < T0) : StrictMonoOn (current G0 c Ea T0) (Ioi T0) := by
  -- a formula for the squared current without the square root
  have hsq : ∀ T, T0 < T →
      current G0 c Ea T0 T ^ 2 = G0 ^ 2 * c * (T - T0) * Real.exp (-Ea / T) := by
    intro T hT
    unfold current conductance
    linear_combination G0 ^ 2 * Real.exp (-Ea / T) ^ 2 * voltage_sq (Ea := Ea) hc hT
      + G0 ^ 2 * Real.exp (-Ea / T) * c * (T - T0) * exp_cancel Ea T
  intro a ha b hb hab
  have ha' : T0 < a := ha
  have hb' : T0 < b := hb
  have hnn : 0 ≤ current G0 c Ea T0 b :=
    mul_nonneg (mul_nonneg hG.le (Real.exp_pos _).le) (Real.sqrt_nonneg _)
  apply lt_of_pow_lt_pow_left₀ 2 hnn
  rw [hsq a ha', hsq b hb']
  have hk : 0 < G0 ^ 2 * c := by positivity
  have h1 : G0 ^ 2 * c * (a - T0) < G0 ^ 2 * c * (b - T0) :=
    mul_lt_mul_of_pos_left (by linarith) hk
  have h2 : Real.exp (-Ea / a) ≤ Real.exp (-Ea / b) := by
    apply Real.exp_le_exp.mpr
    rw [neg_div, neg_div]
    exact neg_le_neg (div_le_div_of_nonneg_left hE (h0.trans ha') hab.le)
  exact mul_lt_mul h1 h2 (Real.exp_pos _) (mul_pos hk (sub_pos.2 hb')).le
```

`StrictMonoOn … (Ioi T0)` says that $I$ is strictly increasing on $(T_0,\infty)$. Squaring removes the root:

$$I^2=G_0^2e^{-2E_a/T}\,c(T-T_0)e^{E_a/T}=G_0^2c(T-T_0)e^{-E_a/T}.$$

Let $T_0<a<b$. The factor $T-T_0$ is strictly larger at $b$, and $e^{-E_a/T}$ is not smaller there, since $E_a\ge0$. So $I(a)^2<I(b)^2$, and $I(a)<I(b)$ because currents here are non-negative. In Lean, `hsq` is the formula for $I^2$, `h1` and `h2` compare the two factors, and `mul_lt_mul` multiplies the inequalities.

The hypothesis $E_a\ge0$ matters. With $E_a=-9$ and $T_0=2$, a conductance that falls on heating, $I^2$ equals $G_0^2c\,e^3$ at $T=3$ but only $4G_0^2c\,e^{3/2}$ at $T=6$. The current then decreases.

## Where the voltage falls

```lean
/-- The slope of the voltage with respect to the internal temperature. -/
theorem hasDerivAt_voltage {c Ea T0 T : ℝ} (hc : 0 < c) (h0 : 0 < T0) (hT : T0 < T) :
    HasDerivAt (voltage c Ea T0)
      (voltage c Ea T0 T * (T ^ 2 - Ea * (T - T0)) / (2 * T ^ 2 * (T - T0))) T := by
  have hT0 : 0 < T := h0.trans hT
  have hd : 0 < T - T0 := sub_pos.2 hT
  have hp : 0 < c * (T - T0) * Real.exp (Ea / T) := mul_pos (mul_pos hc hd) (Real.exp_pos _)
  have hV : 0 < voltage c Ea T0 T := Real.sqrt_pos.2 hp
  have h1 : HasDerivAt (fun x : ℝ => Ea / x) (-Ea / T ^ 2) T :=
    ((hasDerivAt_const T Ea).fun_div (hasDerivAt_id' T) hT0.ne').congr_deriv (by ring)
  have h2 : HasDerivAt (fun x : ℝ => c * (x - T0)) c T :=
    (((hasDerivAt_id' T).sub_const T0).const_mul c).congr_deriv (by ring)
  have h3 := (h2.fun_mul h1.exp).sqrt hp.ne'
  refine HasDerivAt.congr_deriv (f := voltage c Ea T0) h3 ?_
  change _ / (2 * voltage c Ea T0 T) = _
  have hx : -Ea / T ^ 2 * T ^ 2 = -Ea := div_mul_cancel₀ _ (pow_ne_zero 2 hT0.ne')
  rw [div_eq_div_iff (by positivity) (by positivity)]
  linear_combination (2 * c * (T - T0) ^ 2 * Real.exp (Ea / T)) * hx
    - 2 * (T ^ 2 - Ea * (T - T0)) * voltage_sq (Ea := Ea) hc hT
```

`HasDerivAt f f' T` says that $f$ is differentiable at $T$ with derivative $f'$. To find the derivative, differentiate $V^2$:

$$2VV'=c\,e^{E_a/T}-c(T-T_0)\frac{E_a}{T^2}e^{E_a/T}
=c\,e^{E_a/T}\,\frac{T^2-E_a(T-T_0)}{T^2}.$$

Since $c\,e^{E_a/T}=V^2/(T-T_0)$, division by $2V$ gives

$$V'(T)=V(T)\,\frac{T^2-E_a(T-T_0)}{2T^2(T-T_0)}.$$

The proof differentiates $E_a/T$ (`h1`) and $c(T-T_0)$ (`h2`), and combines them by the product and chain rules (`h3`). The remaining lines bring the result into the form above.

```lean
/-- The voltage falls with temperature exactly where `T² < Ea (T - T0)`. -/
theorem deriv_voltage_neg_iff {c Ea T0 T : ℝ} (hc : 0 < c) (h0 : 0 < T0) (hT : T0 < T) :
    deriv (voltage c Ea T0) T < 0 ↔ T ^ 2 < Ea * (T - T0) := by
  have hT0 : 0 < T := h0.trans hT
  have hd : 0 < T - T0 := sub_pos.2 hT
  have hV : 0 < voltage c Ea T0 T :=
    Real.sqrt_pos.2 (mul_pos (mul_pos hc hd) (Real.exp_pos _))
  have hD : 0 < 2 * T ^ 2 * (T - T0) := by positivity
  rw [(hasDerivAt_voltage hc h0 hT).deriv, div_lt_iff₀ hD, zero_mul]
  constructor
  · intro h
    by_contra hn
    have := mul_nonneg hV.le (sub_nonneg.2 (not_lt.1 hn))
    linarith
  · intro h
    exact mul_neg_of_pos_of_neg hV (sub_neg.2 h)
```

In $V'$ the factors $V$, $T^2$ and $T-T_0$ are positive. Hence $V'(T)<0$ exactly when $T^2<E_a(T-T_0)$. The constant $c$ has disappeared from the condition.

```lean
/-- The voltage falls with temperature somewhere above `T0` if and only if `Ea > 4 T0`. -/
theorem exists_falling_voltage_iff {c Ea T0 : ℝ} (hc : 0 < c) (h0 : 0 < T0) :
    (∃ T, T0 < T ∧ deriv (voltage c Ea T0) T < 0) ↔ 4 * T0 < Ea := by
  constructor
  · rintro ⟨T, hT, h⟩
    rw [deriv_voltage_neg_iff hc h0 hT] at h
    have hE : 0 < Ea := by
      by_contra hn
      nlinarith [mul_nonneg (neg_nonneg.2 (not_lt.1 hn)) (sub_pos.2 hT).le, sq_nonneg T]
    by_contra hn
    nlinarith [sq_nonneg (2 * T - Ea), mul_nonneg hE.le (sub_nonneg.2 (not_lt.1 hn))]
  · intro h
    have h2 : T0 < 2 * T0 := by linarith
    refine ⟨2 * T0, h2, (deriv_voltage_neg_iff hc h0 h2).2 ?_⟩
    nlinarith [mul_pos h0 (sub_pos.2 h)]
```

The left side reads "there is a $T>T_0$ with $V'(T)<0$", the right side $4T_0<E_a$.

Suppose first that $T^2<E_a(T-T_0)$ for some $T>T_0$. Then $E_a>0$, since otherwise the right side would not be positive. Completing the square gives

$$0>T^2-E_aT+E_aT_0=\left(T-\tfrac{E_a}{2}\right)^2+E_a\left(T_0-\tfrac{E_a}{4}\right),$$

so the last term must be negative, which means $E_a>4T_0$. Conversely, if $E_a>4T_0$, take $T=2T_0$: then $T^2=4T_0^2<E_aT_0=E_a(T-T_0)$.

The tactic `nlinarith` proves inequalities from products of known ones. Its hint `sq_nonneg (2 * T - Ea)` is the completed square, multiplied by four.

## The two turning temperatures

```lean
lemma quadratic_factor {Ea T0 : ℝ} (h0 : 0 < T0) (hE : 4 * T0 < Ea) (T : ℝ) :
    T ^ 2 - Ea * (T - T0) = (T - onsetTemp Ea T0) * (T - upperTemp Ea T0) := by
  have hE0 : 0 < Ea := by linarith
  have hs : Real.sqrt (Ea ^ 2 - 4 * Ea * T0) ^ 2 = Ea ^ 2 - 4 * Ea * T0 :=
    Real.sq_sqrt (by nlinarith [mul_pos hE0 (sub_pos.2 hE)])
  unfold onsetTemp upperTemp
  linear_combination (1 / 4) * hs
```

Write $q(T)=T^2-E_a(T-T_0)$. From the formulas for the roots, $T_1+T_2=E_a$ and

$$T_1T_2=\tfrac14\left(E_a^2-(E_a^2-4E_aT_0)\right)=E_aT_0,$$

so $q(T)=(T-T_1)(T-T_2)$. The condition $E_a>4T_0$ makes the square root real.

```lean
/-- For `Ea > 4 T0` both turning temperatures exceed `T0`, and the value `2 T0` lies strictly
between them. -/
theorem turning_temps_order {Ea T0 : ℝ} (h0 : 0 < T0) (hE : 4 * T0 < Ea) :
    T0 < onsetTemp Ea T0 ∧ onsetTemp Ea T0 < 2 * T0 ∧ 2 * T0 < upperTemp Ea T0 := by
  have hle : onsetTemp Ea T0 ≤ upperTemp Ea T0 := by
    unfold onsetTemp upperTemp
    linarith [Real.sqrt_nonneg (Ea ^ 2 - 4 * Ea * T0)]
  have f2 := quadratic_factor h0 hE (2 * T0)
  have f0 := quadratic_factor h0 hE T0
  have hp := mul_pos h0 (sub_pos.2 hE)
  -- the quadratic is negative at `2 T0` and positive at `T0`
  have h1 : onsetTemp Ea T0 < 2 * T0 := by
    by_contra hn
    have h := not_lt.1 hn
    nlinarith [mul_nonneg (sub_nonneg.2 h) (sub_nonneg.2 (h.trans hle))]
  have h2 : 2 * T0 < upperTemp Ea T0 := by
    by_contra hn
    nlinarith [mul_nonneg (sub_pos.2 h1).le (sub_nonneg.2 (not_lt.1 hn))]
  refine ⟨?_, h1, h2⟩
  by_contra hn
  have h3 : 0 ≤ upperTemp Ea T0 - T0 := by linarith
  nlinarith [mul_nonneg (sub_nonneg.2 (not_lt.1 hn)) h3, pow_pos h0 2]
```

The claim is $T_0<T_1<2T_0<T_2$.

We have $q(2T_0)=T_0(4T_0-E_a)<0$, so $2T_0$ lies strictly between the roots. Also $q(T_0)=T_0^2>0$, so $T_0$ lies outside them. Since $T_0<2T_0<T_2$, it must lie below $T_1$. Lean proves each inequality by contradiction: `by_contra hn` assumes the opposite, and the sign of the factored quadratic rules it out.

```lean
/-- For `Ea > 4 T0` the voltage falls with temperature exactly between the two turning
temperatures, and the onset lies above `T0` by more than `T0²/Ea` and less than `4 T0²/Ea`. -/
theorem threshold_switching {c Ea T0 : ℝ} (hc : 0 < c) (h0 : 0 < T0) (hE : 4 * T0 < Ea) :
    (∀ T, T0 < T → (deriv (voltage c Ea T0) T < 0 ↔
      T ∈ Ioo (onsetTemp Ea T0) (upperTemp Ea T0))) ∧
    T0 ^ 2 / Ea < onsetTemp Ea T0 - T0 ∧ onsetTemp Ea T0 - T0 < 4 * T0 ^ 2 / Ea := by
  obtain ⟨ha, hb, hd⟩ := turning_temps_order h0 hE
  have hE0 : 0 < Ea := by linarith
  have h1 : onsetTemp Ea T0 ^ 2 = Ea * (onsetTemp Ea T0 - T0) := by
    linear_combination quadratic_factor h0 hE (onsetTemp Ea T0)
  refine ⟨fun T hT => ?_, ?_, ?_⟩
  · rw [deriv_voltage_neg_iff hc h0 hT, mem_Ioo]
    have f := quadratic_factor h0 hE T
    constructor
    · intro h
      constructor
      · by_contra hn
        have h2 : 0 ≤ upperTemp Ea T0 - T := by linarith
        nlinarith [mul_nonneg (sub_nonneg.2 (not_lt.1 hn)) h2]
      · by_contra hn
        have h2 : 0 ≤ T - onsetTemp Ea T0 := by linarith
        nlinarith [mul_nonneg h2 (sub_nonneg.2 (not_lt.1 hn))]
    · rintro ⟨hl, hr⟩
      nlinarith [mul_pos (sub_pos.2 hl) (sub_pos.2 hr)]
  · rw [div_lt_iff₀ hE0]
    nlinarith
  · rw [lt_div_iff₀ hE0]
    nlinarith
```

For $E_a>4T_0$ the theorem joins three statements with `∧`, "and". For $T>T_0$, the voltage falls exactly when $T$ is in the open interval $(T_1,T_2)$, written `Ioo`. The other two bound the onset:

$$\frac{T_0^2}{E_a}<T_1-T_0<\frac{4T_0^2}{E_a}.$$

The first follows from $V'(T)<0\iff q(T)<0$, since a product of two factors is negative exactly between its roots. For the bounds, $q(T_1)=0$ gives $T_1-T_0=T_1^2/E_a$, and $T_0<T_1<2T_0$ does the rest. In the opening example they read $4/9<1<16/9$. With $k$ restored, the heating needed to reach the onset lies between $kT_0^2/E_a$ and $4kT_0^2/E_a$.

Despite its name, `threshold_switching` describes a curve of steady states. It contains no time dependence, stability analysis or external circuit, and no change of phase or structure in the material.

## More current at less voltage

```lean
/-- Negative differential resistance: between the turning temperatures, a hotter state carries
a larger current at a smaller voltage. -/
theorem negative_differential_resistance {G0 c Ea T0 a b : ℝ} (hG : 0 < G0) (hc : 0 < c)
    (h0 : 0 < T0) (hE : 4 * T0 < Ea) (ha : onsetTemp Ea T0 ≤ a) (hab : a < b)
    (hb : b ≤ upperTemp Ea T0) :
    current G0 c Ea T0 a < current G0 c Ea T0 b ∧ voltage c Ea T0 b < voltage c Ea T0 a := by
  have h1 := (turning_temps_order h0 hE).1
  have hanti : StrictAntiOn (voltage c Ea T0) (Icc (onsetTemp Ea T0) (upperTemp Ea T0)) := by
    apply strictAntiOn_of_deriv_neg (convex_Icc _ _)
    · intro T hT
      exact (hasDerivAt_voltage hc h0 (h1.trans_le hT.1)).continuousAt.continuousWithinAt
    · intro T hT
      rw [interior_Icc] at hT
      exact ((threshold_switching hc h0 hE).1 T (h1.trans hT.1)).2 hT
  have ha0 : T0 < a := h1.trans_le ha
  exact ⟨current_strictMonoOn hG hc (by linarith) h0 ha0 (ha0.trans hab) hab,
    hanti ⟨ha, hab.le.trans hb⟩ ⟨ha.trans hab.le, hb⟩ hab⟩

end

end SelfHeatingSwitch
```

Let $T_1\le a<b\le T_2$. Then $I(a)<I(b)$ and $V(b)<V(a)$. The current part is the monotonicity already shown. For the voltage, $V$ is continuous on the closed interval $[T_1,T_2]$ (`Icc`) and has negative derivative inside it, so it decreases strictly over the whole interval, endpoints included. That is the content of `strictAntiOn_of_deriv_neg`. Negative differential resistance thus appears as a comparison of two steady states, not as a formula for $dV/dI$.

This bears on simulations of thermally activated resistors of the kind modelled here, with a single lumped temperature and linear heat loss: a prescribed current fixes at most one steady temperature, whereas a prescribed voltage may allow several. Indeed, $V$ starts from zero at $T_0$ and is continuous, so every voltage on the falling branch also occurs at some temperature below $T_1$; this last argument is made here by hand only.

```lean
#print axioms SelfHeatingSwitch.heat_balance_iff
#print axioms SelfHeatingSwitch.exists_falling_voltage_iff
#print axioms SelfHeatingSwitch.negative_differential_resistance
```

```
'SelfHeatingSwitch.heat_balance_iff' depends on axioms: [propext, Classical.choice, Quot.sound]
'SelfHeatingSwitch.exists_falling_voltage_iff' depends on axioms: [propext, Classical.choice, Quot.sound]
'SelfHeatingSwitch.negative_differential_resistance' depends on axioms: [propext, Classical.choice, Quot.sound]
```
